# A qubit measurement with one Kraus operator per outcome does not increase the average root determinant

Operators on one qubit are 2×2 complex matrices, with rows and columns numbered 0 and 1. The dagger † is written `ᴴ` in Lean. The order on complex numbers is the one in which 0 ≤ z means that z is real and nonnegative.

```lean
import Mathlib

open Matrix
open scoped ComplexOrder

noncomputable section

namespace QubitPurification

/-- Operators on the state space of one qubit. -/
abbrev Op := Matrix (Fin 2) (Fin 2) ℂ
```

A state ρ is a positive semidefinite matrix of trace one. In Lean it is a `QubitState`, which carries the matrix `ρ.mat` together with proofs of both properties.

```lean
/-- A qubit density matrix: positive semidefinite with unit trace. -/
structure QubitState where
  mat : Op
  pos : mat.PosSemidef
  trace_one : mat.trace = 1
```

The root determinant of M is r(M) = √(Re det M). For a state with eigenvalues λ and 1 − λ it is √(λ(1 − λ)), which is 0 for a pure state and 1/2 for the maximally mixed one.

```lean
/-- The square root of the (real part of the) determinant. -/
def detRoot (M : Op) : ℝ := Real.sqrt M.det.re
```

A measurement is a family of matrices K_j, indexed by a finite type `ι` of outcomes, with

∑_j K_j†K_j = 1.

This completeness relation says that the outcome probabilities add up to one in every state. Each outcome has a single Kraus operator, so the measurement record is kept in full. Measurements that merge several Kraus operators into one outcome are not covered.

```lean
/-- Kraus operators of a measurement: they satisfy the completeness relation. -/
def IsMeasurement {ι : Type*} [Fintype ι] (K : ι → Op) : Prop :=
  ∑ j, (K j)ᴴ * K j = 1
```

Outcome j leaves the unnormalised matrix A_j = K_j ρ K_j†. Its trace is the probability p_j, and the normalised state is ρ_j = A_j/p_j.

```lean
/-- The probability of the outcome with Kraus operator `K` in the state `ρ`. -/
def prob (ρ : QubitState) (K : Op) : ℝ := (K * ρ.mat * Kᴴ).trace.re

/-- The normalised state after the outcome with Kraus operator `K`. -/
def postState (ρ : QubitState) (K : Op) : Op :=
  (((prob ρ K)⁻¹ : ℝ) : ℂ) • (K * ρ.mat * Kᴴ)
```

Mixedness is also measured by the linear entropy S(M) = 1 − Re tr M². Lean sets the inverse of 0 and the root of a negative number to 0; the first affects only outcomes of probability zero, and the second does not arise for states.

```lean
/-- The linear entropy, one minus the purity. -/
def linearEntropy (M : Op) : ℝ := 1 - (M * M).trace.re
```

## (a) The determinant after an outcome

Show that det(KρK†) is real and nonnegative for every K.

For any vector v, ⟨v, KρK†v⟩ = ⟨K†v, ρK†v⟩ ≥ 0. So KρK† is positive semidefinite, and its determinant is a product of nonnegative eigenvalues. Taking the real part in r therefore loses nothing. Lean uses the same two facts in one line.

```lean
/-- The determinant of an unnormalised post-measurement state is real and nonnegative. -/
theorem det_outcome_nonneg (ρ : QubitState) (K : Op) : 0 ≤ (K * ρ.mat * Kᴴ).det :=
  (ρ.pos.mul_mul_conjTranspose_same K).det_nonneg
```

## (b) How a Kraus operator rescales the root determinant

Show that r(KMK†) = |det K| r(M).

The determinant is multiplicative and det K† is the complex conjugate of det K, so

det(KMK†) = |det K|² det M.

Take real parts, then the root. The Lean proof establishes this equation as `h` and then splits the square root of the product.

```lean
/-- A Kraus operator rescales the root determinant by the modulus of its own determinant. -/
theorem detRoot_outcome (K M : Op) : detRoot (K * M * Kᴴ) = ‖K.det‖ * detRoot M := by
  have h : (K * M * Kᴴ).det = ((‖K.det‖ ^ 2 : ℝ) : ℂ) * M.det := by
    rw [Matrix.det_mul, Matrix.det_mul, Matrix.det_conjTranspose,
      ← Complex.normSq_eq_norm_sq, ← Complex.mul_conj]
    simp only [Complex.star_def]
    ring
  unfold detRoot
  rw [h, Complex.re_ofReal_mul, Real.sqrt_mul (sq_nonneg _), Real.sqrt_sq (norm_nonneg _)]
```

## (c) The trace of K†K as a sum of squares

Let G = K†K. Show that

(tr G)² = 4|det K|² + (G₀₀ − G₁₁)² + 4|G₀₁|².

G is Hermitian, so its diagonal entries are real and G₁₀ is the conjugate of G₀₁. Hence

|det K|² = det G = G₀₀G₁₁ − |G₀₁|²,
(G₀₀ + G₁₁)² = (G₀₀ − G₁₁)² + 4G₀₀G₁₁.

Substituting G₀₀G₁₁ = |det K|² + |G₀₁|² gives the identity. Lean takes a more direct route: it expands everything into the real and imaginary parts of the entries of K, and `ring` compares the polynomials.

```lean
/-- The squared trace of `K†K` is four times `|det K|²` plus two squares that measure
how far `K†K` is from a multiple of the identity. -/
theorem trace_sq_identity (K : Op) :
    (Kᴴ * K).trace.re ^ 2 = 4 * ‖K.det‖ ^ 2
      + (((Kᴴ * K) 0 0).re - ((Kᴴ * K) 1 1).re) ^ 2 + 4 * ‖(Kᴴ * K) 0 1‖ ^ 2 := by
  rw [← Complex.normSq_eq_norm_sq, ← Complex.normSq_eq_norm_sq]
  simp only [Matrix.trace_fin_two, Matrix.det_fin_two, Matrix.mul_apply, Fin.sum_univ_two,
    Matrix.conjTranspose_apply, Complex.normSq_apply, Complex.star_def, Complex.add_re,
    Complex.add_im, Complex.sub_re, Complex.sub_im, Complex.mul_re, Complex.mul_im,
    Complex.conj_re, Complex.conj_im]
  ring
```

## (d) A bound on the determinant of K

Show that 2|det K| ≤ tr K†K.

Dropping the last two squares in (c) leaves 4|det K|² ≤ (tr G)². Since G is positive semidefinite, tr G ≥ 0, and taking roots gives the bound. In Lean, `hT` is the sign of the trace and `nlinarith` drops the squares.

```lean
/-- Twice the modulus of `det K` is at most the trace of `K†K`. -/
theorem two_norm_det_le (K : Op) : 2 * ‖K.det‖ ≤ (Kᴴ * K).trace.re := by
  have hT : 0 ≤ (Kᴴ * K).trace.re :=
    (Complex.le_def.1 (Matrix.posSemidef_conjTranspose_mul_self K).trace_nonneg).1
  refine (le_abs_self _).trans (abs_le_of_sq_le_sq ?_ hT)
  nlinarith [trace_sq_identity K, sq_nonneg (((Kᴴ * K) 0 0).re - ((Kᴴ * K) 1 1).re),
    sq_nonneg ‖(Kᴴ * K) 0 1‖]
```

## (e) When the bound is an equality

Show that 2|det K| = tr K†K exactly when K = cU with c a complex number and U unitary.

Suppose equality holds. Then both squares in (c) vanish, so G₀₀ = G₁₁ and G₀₁ = 0. The trace is 2|det K|, hence

K†K = |det K| · 1.

If det K = 0, then K†K = 0, so K = 0, which is 0 times the identity. Otherwise put s = √|det K| and U = K/s. Then U†U = 1 and K = sU.

Conversely, if K = cU, then K†K = |c|² · 1. The two squares in (c) vanish, so (tr G)² = 4|det K|², and both tr G and |det K| are nonnegative.

In the Lean proof `hd` and `hq` are the vanishing squares, `hA` is the displayed equation, and `rcases` separates the two cases. The converse combines (d) with the reverse inequality.

```lean
/-- Twice the modulus of `det K` equals the trace of `K†K` exactly when `K` is a scalar
multiple of a unitary. -/
theorem two_norm_det_eq_iff (K : Op) : 2 * ‖K.det‖ = (Kᴴ * K).trace.re ↔
    ∃ c : ℂ, ∃ U ∈ Matrix.unitaryGroup (Fin 2) ℂ, K = c • U := by
  constructor
  · intro h
    have key := trace_sq_identity K
    rw [← h] at key
    have hd : ((Kᴴ * K) 0 0).re - ((Kᴴ * K) 1 1).re = 0 := by
      apply pow_eq_zero_iff (two_ne_zero) |>.1
      nlinarith [sq_nonneg (((Kᴴ * K) 0 0).re - ((Kᴴ * K) 1 1).re),
        sq_nonneg ‖(Kᴴ * K) 0 1‖]
    have hq : (Kᴴ * K) 0 1 = 0 := by
      apply norm_eq_zero.1
      apply pow_eq_zero_iff (two_ne_zero) |>.1
      rw [hd] at key
      linarith
    have H := Matrix.isHermitian_conjTranspose_mul_self K
    have him : ∀ i, ((Kᴴ * K) i i).im = 0 := by
      intro i
      have h1 := congrArg Complex.im (H.apply i i)
      rw [Complex.star_def, Complex.conj_im] at h1
      linarith
    have hq' : (Kᴴ * K) 1 0 = 0 := by rw [← H.apply 1 0, hq, star_zero]
    rw [Matrix.trace_fin_two, Complex.add_re] at h
    have h0 : (Kᴴ * K) 0 0 = (‖K.det‖ : ℂ) :=
      Complex.ext (by rw [Complex.ofReal_re]; linarith) (by rw [him, Complex.ofReal_im])
    have h1 : (Kᴴ * K) 1 1 = (‖K.det‖ : ℂ) :=
      Complex.ext (by rw [Complex.ofReal_re]; linarith) (by rw [him, Complex.ofReal_im])
    -- `K†K` is a multiple of the identity
    have hA : Kᴴ * K = (‖K.det‖ : ℂ) • (1 : Op) := by
      rw [Matrix.eta_fin_two (Kᴴ * K), h0, h1, hq, hq']
      ext i j
      fin_cases i <;> fin_cases j <;> simp
    rcases (norm_nonneg K.det).eq_or_lt with hz | hpos
    · rw [← hz, Complex.ofReal_zero, zero_smul] at hA
      exact ⟨0, 1, one_mem _, by
        rw [zero_smul]; exact Matrix.conjTranspose_mul_self_eq_zero.1 hA⟩
    · obtain ⟨s, hs0, hs⟩ : ∃ s : ℝ, s ≠ 0 ∧ ‖K.det‖ = s * s :=
        ⟨Real.sqrt ‖K.det‖, (Real.sqrt_pos.2 hpos).ne', (Real.mul_self_sqrt hpos.le).symm⟩
      have hc : (s : ℂ) ≠ 0 := Complex.ofReal_ne_zero.2 hs0
      have e : star ((s : ℂ)⁻¹) = (s : ℂ)⁻¹ := by simp
      have hone : (s : ℂ)⁻¹ * (s : ℂ)⁻¹ * ((s : ℂ) * (s : ℂ)) = 1 := by field_simp
      refine ⟨s, (s : ℂ)⁻¹ • K, ?_, by rw [smul_smul, mul_inv_cancel₀ hc, one_smul]⟩
      rw [Matrix.mem_unitaryGroup_iff', Matrix.star_eq_conjTranspose,
        Matrix.conjTranspose_smul, Matrix.smul_mul, Matrix.mul_smul, hA, e, smul_smul,
        smul_smul, hs, Complex.ofReal_mul, hone, one_smul]
  · rintro ⟨c, U, hU, rfl⟩
    rw [Matrix.mem_unitaryGroup_iff', Matrix.star_eq_conjTranspose] at hU
    have hA : (c • U)ᴴ * (c • U) = (star c * c) • (1 : Op) := by
      rw [Matrix.conjTranspose_smul, Matrix.smul_mul, Matrix.mul_smul, hU, smul_smul]
    have key := trace_sq_identity (c • U)
    have e1 : ((c • U)ᴴ * (c • U)) 0 0 = ((c • U)ᴴ * (c • U)) 1 1 := by rw [hA]; simp
    have e2 : ((c • U)ᴴ * (c • U)) 0 1 = 0 := by rw [hA]; simp
    rw [e1, e2, sub_self, norm_zero] at key
    refine le_antisymm (two_norm_det_le _) ((le_abs_self _).trans
      (abs_le_of_sq_le_sq ?_ (by positivity)))
    linarith
```

## (f) The traces over all outcomes

Show that ∑_j tr K_j†K_j = 2 for a measurement.

Take the trace of the completeness relation; the 2×2 identity has trace 2.

```lean
/-- The traces of `K†K` over all outcomes of a qubit measurement add up to two. -/
theorem sum_trace {ι : Type*} [Fintype ι] {K : ι → Op} (hK : IsMeasurement K) :
    ∑ j, ((K j)ᴴ * K j).trace.re = 2 := by
  have h : ∑ j, (K j)ᴴ * K j = 1 := hK
  rw [← Complex.re_sum, ← Matrix.trace_sum, h]
  norm_num [Matrix.trace_fin_two]
```

## (g) The summed root determinant does not increase

Show that ∑_j r(K_j ρ K_j†) ≤ r(ρ).

By (b), the left side is (∑_j |det K_j|) r(ρ). By (d) and (f),

2 ∑_j |det K_j| ≤ ∑_j tr K_j†K_j = 2,

so the factor in front of r(ρ) is at most 1, and r(ρ) ≥ 0. The Lean proof follows these steps in this order. In normalised terms the left side is ∑_j p_j r(ρ_j), the average over outcomes; a single outcome may still leave a more mixed state.

Without completeness the inequality can fail. The single operator K = 2 · 1 violates it, and gives r(KρK†) = 4r(ρ), which exceeds r(ρ) whenever ρ is mixed.

```lean
/-- A measurement does not increase the root determinant of a qubit state, summed over
the unnormalised post-measurement states. -/
theorem sum_detRoot_le {ι : Type*} [Fintype ι] (ρ : QubitState) {K : ι → Op}
    (hK : IsMeasurement K) :
    ∑ j, detRoot (K j * ρ.mat * (K j)ᴴ) ≤ detRoot ρ.mat := by
  simp only [detRoot_outcome, ← Finset.sum_mul]
  have h := Finset.sum_le_sum fun j (_ : j ∈ Finset.univ) => two_norm_det_le (K j)
  rw [sum_trace hK, ← Finset.mul_sum] at h
  exact mul_le_of_le_one_left (Real.sqrt_nonneg _) (by linarith)
```

## (h) Measurements that preserve the root determinant

Let det ρ > 0, which means that ρ is not pure. Show that equality holds in (g) exactly when every K_j is a scalar multiple of a unitary.

Since r(ρ) > 0, it can be divided out, and equality in (g) means ∑_j |det K_j| = 1. By (f) this is

∑_j (tr K_j†K_j − 2|det K_j|) = 0.

Every term is nonnegative by (d), so the sum vanishes exactly when each term does, and (e) identifies those K_j. The scalar may be zero, which allows an outcome that never occurs. In Lean, `Finset.sum_eq_sum_iff_of_le` is the termwise comparison and `mul_eq_right₀` the division by r(ρ).

For a pure state the equivalence fails. Take ρ = |0⟩⟨0| with K_0 = |0⟩⟨0| and K_1 = |1⟩⟨1|. Both sides of (g) are 0, yet neither projector is a multiple of a unitary.

```lean
/-- For a state with positive determinant, the summed root determinant is preserved
exactly when every Kraus operator is a scalar multiple of a unitary. -/
theorem sum_detRoot_eq_iff {ι : Type*} [Fintype ι] (ρ : QubitState) {K : ι → Op}
    (hK : IsMeasurement K) (hρ : 0 < ρ.mat.det.re) :
    ∑ j, detRoot (K j * ρ.mat * (K j)ᴴ) = detRoot ρ.mat ↔
      ∀ j, ∃ c : ℂ, ∃ U ∈ Matrix.unitaryGroup (Fin 2) ℂ, K j = c • U := by
  have hr : detRoot ρ.mat ≠ 0 := (Real.sqrt_pos.2 hρ).ne'
  -- equality of the sums is equality for each outcome
  have h := Finset.sum_eq_sum_iff_of_le
    fun j (_ : j ∈ Finset.univ) => two_norm_det_le (K j)
  rw [sum_trace hK, ← Finset.mul_sum] at h
  simp only [detRoot_outcome, ← Finset.sum_mul, ← two_norm_det_eq_iff]
  rw [mul_eq_right₀ hr]
  constructor
  · intro h1 j
    exact h.1 (by rw [h1, mul_one]) j (Finset.mem_univ j)
  · intro h1
    linarith [h.2 fun j _ => h1 j]
```

## (i) Linear entropy and determinant

Show that S(M) = 2 Re det M if tr M = 1.

Writing out the entries,

tr M² = M₀₀² + M₁₁² + 2M₀₁M₁₀ = (tr M)² − 2 det M.

With tr M = 1, the real part gives 1 − Re tr M² = 2 Re det M. The trace condition matters: M = 0 has S = 1 but determinant 0.

```lean
/-- For a qubit operator of unit trace, the linear entropy is twice the real part of the
determinant. -/
theorem linearEntropy_eq (M : Op) (h : M.trace = 1) : linearEntropy M = 2 * M.det.re := by
  have h2 : (M * M).trace = M.trace ^ 2 - 2 * M.det := by
    simp only [Matrix.trace_fin_two, Matrix.det_fin_two, Matrix.mul_apply, Fin.sum_univ_two]
    ring
  unfold linearEntropy
  rw [h2, h]
  simp only [Complex.sub_re, one_pow, Complex.one_re, Complex.mul_re, Complex.re_ofNat,
    Complex.im_ofNat]
  ring
```

## (j) Average mixedness after a measurement

Show that ∑_j p_j √S(ρ_j) ≤ √S(ρ).

If p_j > 0, then ρ_j has trace one and det ρ_j = det A_j / p_j², so by (i)

p_j √S(ρ_j) = p_j √(2 det A_j / p_j²) = √2 r(A_j).

If p_j = 0, the term is 0 and is at most √2 r(A_j). Summing and using (g),

∑_j p_j √S(ρ_j) ≤ √2 ∑_j r(A_j) ≤ √2 r(ρ) = √S(ρ).

The Lean proof has the termwise bound as `hterm` and this chain as its `calc` block.

For a single qubit measured with finitely many outcomes and a complete record, this limits the average mixedness after one step of a quantum-trajectory simulation, provided the Kraus operators of that step satisfy the completeness relation exactly and not just to first order in the time step. The inequality concerns one measurement, and does not say that repeated measurement drives the state to a pure one.

```lean
/-- The root of the linear entropy of a qubit state, averaged over the outcomes, is at most its
value before the measurement. -/
theorem average_mixedness_le {ι : Type*} [Fintype ι] (ρ : QubitState) {K : ι → Op}
    (hK : IsMeasurement K) :
    ∑ j, prob ρ (K j) * Real.sqrt (linearEntropy (postState ρ (K j)))
      ≤ Real.sqrt (linearEntropy ρ.mat) := by
  have hterm : ∀ j, prob ρ (K j) * Real.sqrt (linearEntropy (postState ρ (K j)))
      ≤ Real.sqrt 2 * detRoot (K j * ρ.mat * (K j)ᴴ) := by
    intro j
    have ht := Complex.le_def.1 (ρ.pos.mul_mul_conjTranspose_same (K j)).trace_nonneg
    have hp : 0 ≤ prob ρ (K j) := ht.1
    rcases hp.eq_or_lt with h0 | hpos
    · rw [← h0, zero_mul]
      exact mul_nonneg (Real.sqrt_nonneg _) (Real.sqrt_nonneg _)
    · have htr : (K j * ρ.mat * (K j)ᴴ).trace = (prob ρ (K j) : ℂ) :=
        Complex.ext rfl ht.2.symm
      have h1 : (postState ρ (K j)).trace = 1 := by
        unfold postState
        rw [Matrix.trace_smul, htr, smul_eq_mul, ← Complex.ofReal_mul,
          inv_mul_cancel₀ hpos.ne', Complex.ofReal_one]
      have h2 : (postState ρ (K j)).det.re
          = (prob ρ (K j))⁻¹ ^ 2 * (K j * ρ.mat * (K j)ᴴ).det.re := by
        unfold postState
        rw [Matrix.det_smul, Fintype.card_fin, ← Complex.ofReal_pow, Complex.re_ofReal_mul]
      rw [linearEntropy_eq _ h1, h2, mul_left_comm, Real.sqrt_mul (sq_nonneg _),
        Real.sqrt_sq (inv_nonneg.2 hp), ← mul_assoc, mul_inv_cancel₀ hpos.ne', one_mul,
        Real.sqrt_mul (by norm_num)]
      exact le_rfl
  calc _ ≤ ∑ j, Real.sqrt 2 * detRoot (K j * ρ.mat * (K j)ᴴ) :=
        Finset.sum_le_sum fun j _ => hterm j
    _ = Real.sqrt 2 * ∑ j, detRoot (K j * ρ.mat * (K j)ᴴ) := by rw [Finset.mul_sum]
    _ ≤ Real.sqrt 2 * detRoot ρ.mat :=
        mul_le_mul_of_nonneg_left (sum_detRoot_le ρ hK) (Real.sqrt_nonneg _)
    _ = _ := by
        rw [linearEntropy_eq _ ρ.trace_one, Real.sqrt_mul (by norm_num)]
        rfl
```

## (k) A two-outcome measurement along z

Let a and b be real with a² + b² = 1, and let K_0 = diag(a, b) and K_1 = diag(b, a).

```lean
/-- The two diagonal matrices `diag(a, b)` and `diag(b, a)`. -/
def weakKraus (a b : ℝ) : Fin 2 → Op :=
  ![!![(a : ℂ), 0; 0, (b : ℂ)], !![(b : ℂ), 0; 0, (a : ℂ)]]
```

Show that this is a measurement and that it multiplies the summed root determinant by 2|ab|.

For completeness,

K_0†K_0 + K_1†K_1 = diag(a² + b², b² + a²) = 1.

Both determinants equal ab, so (b) gives

r(K_0ρK_0†) + r(K_1ρK_1†) = 2|ab| r(ρ).

The factor is 1 when |a| = |b|, where both operators are multiples of unitaries, and 0 when a or b vanishes, where the measurement is projective. Lean checks completeness entry by entry and computes the two determinant moduli as `h0` and `h1`.

```lean
/-- For `a² + b² = 1` the matrices `weakKraus a b` form a measurement, and it multiplies the summed
root determinant by `2|ab|`. -/
theorem weakKraus_witness (ρ : QubitState) (a b : ℝ) (h : a ^ 2 + b ^ 2 = 1) :
    IsMeasurement (weakKraus a b) ∧
      ∑ j, detRoot (weakKraus a b j * ρ.mat * (weakKraus a b j)ᴴ)
        = 2 * |a * b| * detRoot ρ.mat := by
  constructor
  · have hc : (a : ℂ) * a + b * b = 1 := by
      exact_mod_cast (by linarith [sq a, sq b] : a * a + b * b = 1)
    unfold IsMeasurement
    rw [Fin.sum_univ_two]
    ext i j
    fin_cases i <;> fin_cases j <;>
      simp [weakKraus, Matrix.mul_apply, Fin.sum_univ_two] <;> linear_combination hc
  · have h0 : ‖(weakKraus a b 0).det‖ = |a| * |b| := by
      simp [weakKraus, Matrix.det_fin_two]
    have h1 : ‖(weakKraus a b 1).det‖ = |b| * |a| := by
      simp [weakKraus, Matrix.det_fin_two]
    simp only [detRoot_outcome, Fin.sum_univ_two]
    rw [h0, h1, abs_mul]
    ring

end QubitPurification
```

```lean
#print axioms QubitPurification.det_outcome_nonneg
#print axioms QubitPurification.sum_detRoot_le
#print axioms QubitPurification.sum_detRoot_eq_iff
#print axioms QubitPurification.average_mixedness_le
```

```
'QubitPurification.det_outcome_nonneg' depends on axioms: [propext, Classical.choice, Quot.sound]
'QubitPurification.sum_detRoot_le' depends on axioms: [propext, Classical.choice, Quot.sound]
'QubitPurification.sum_detRoot_eq_iff' depends on axioms: [propext, Classical.choice, Quot.sound]
'QubitPurification.average_mixedness_le' depends on axioms: [propext, Classical.choice, Quot.sound]
```
